# Bounded cuts and a protected threshold keep the trust radius above a positive floor

After each step of a trust-region geometry optimisation, the code divides the actual energy change by the change its quadratic model predicted, and resets the largest allowed step length accordingly. A poor ratio shrinks this trust radius. If poor ratios kept coming, the radius would shrink towards zero and the geometry would stop moving, whether or not the forces had vanished. Two conditions on the update prevent the radius from shrinking to zero.

Let D_k be the radius before step k, with D_0 > 0, and let γ > 0 and c > 0 be constants such that, for every k,

D_{k+1} ≥ γ D_k,

D_{k+1} ≥ D_k whenever D_k ≤ c.

Then, for every k,

D_k ≥ min(D_0, γc) > 0.

With γ = 1/4, the floor is min(D_0, c/4).

## Reading a shrinking radius in an optimiser log

A common update quarters the radius if the ratio ρ_k is below 1/4, doubles it up to a cap Dmax if ρ_k > 3/4 and the step reached the boundary, and otherwise keeps it. If the run starts with D_0 ≤ Dmax, the first condition holds with γ = 1/4, and the second holds if ρ_k ≥ 1/4 whenever D_k ≤ c.

The threshold c stands for the length scale below which the quadratic model is good enough to predict the energy change. A log can refute a proposed value: if ρ_k < 1/4 at radius D_k, then c must be smaller than D_k. Poor ratios at ever smaller radii point to energies and gradients that disagree, to numerical noise comparable with the predicted change, or to a model that is accurate only over very short distances.

The first condition also deserves a look in the source code. An update that sets the new radius to a fraction of the step length, and not of the old radius, can cut by much more than the nominal factor when the step ends well inside the trust region.

## From one bounded cut to a floor for every radius

Write m = min(D_0, γc). Clearly D_0 ≥ m. Suppose D_k ≥ m. There are two cases:

- If D_k ≤ c, the radius is not reduced, so D_{k+1} ≥ D_k ≥ m.
- If D_k > c, one cut leaves D_{k+1} ≥ γD_k > γc ≥ m.

By induction the floor holds for all k. Since m > 0, the radii cannot tend to zero.

Given the bounded cut, a protecting threshold is also necessary for a floor. If D_k ≥ m > 0 for all k, take c = m/2. No radius is ever that small, so the second condition holds with nothing to check.

For 0 < γ < 1, the value γc cannot be raised. Given b > γc, choose d with c < d < b/γ, start at D_0 = d, cut once to γd, and keep that radius. The cut starts above c, so it is allowed, and it ends at γd < b.

For the quarter-or-double rule, start with 0 < D_0 ≤ Dmax. Each branch keeps the radius positive and at most Dmax. If ρ_k ≥ 1/4, the new radius is either D_k or min(2D_k, Dmax), and neither is smaller than D_k. If ρ_k < 1/4, it is D_k/4. Both conditions therefore follow from the assumption on the ratios, and the floor is min(D_0, c/4).

Ratios of at least 1/4 must also recur. If every ratio from step k onwards were below 1/4, then

D_{k+n} = (1/4)^n D_k.

For large enough n this is below c, where the ratio is at least 1/4 by assumption, which is a contradiction.

## A run with c = 0.2 bohr

Take D_0 = 0.5, c = 0.2 and Dmax = 1, all in bohr. The floor is min(0.5, 0.05) = 0.05.

- ρ_0 = 0.1 quarters the radius: D_1 = 0.125.
- This is below c, so ρ_1 must be at least 1/4. With ρ_1 = 0.9 and a step to the boundary, D_2 = 0.25.
- ρ_2 = 0.1 is allowed again, because 0.25 > c: D_3 = 0.0625.

At 0.0625 no further cut is possible. Another run with the same c, started at 0.204, could be cut to 0.051, closer still to the floor of 0.05.

## The Lean file

```lean
import Mathlib

open Filter Topology

namespace TrustRadiusUpdate

noncomputable section

/-- A sequence of trust radii in which every update keeps at least the fraction `γ` of the radius,
and a radius not exceeding the threshold `c` is never reduced. -/
structure IsSafeguarded (γ c : ℝ) (D : ℕ → ℝ) : Prop where
  shrink : ∀ k, γ * D k ≤ D (k + 1)
  hold : ∀ k, D k ≤ c → D k ≤ D (k + 1)

/-- If `γ`, `c` and the initial radius are positive, the radii of a safeguarded sequence never fall
below the smaller of the initial radius and `γ * c`, and this floor is positive. -/
theorem radius_lower_bound {γ c : ℝ} {D : ℕ → ℝ} (hγ : 0 < γ) (hc : 0 < c) (h0 : 0 < D 0)
    (h : IsSafeguarded γ c D) :
    0 < min (D 0) (γ * c) ∧ ∀ k, min (D 0) (γ * c) ≤ D k := by
  refine ⟨lt_min h0 (mul_pos hγ hc), fun k => ?_⟩
  induction k with
  | zero => exact min_le_left _ _
  | succ k ih =>
    rcases le_or_gt (D k) c with hk | hk
    · -- below the threshold the radius is not reduced
      exact ih.trans (h.hold k hk)
    · -- above the threshold a single cut leaves at least `γ * c`
      calc min (D 0) (γ * c) ≤ γ * c := min_le_right _ _
        _ ≤ γ * D k := mul_le_mul_of_nonneg_left hk.le hγ.le
        _ ≤ D (k + 1) := h.shrink k

/-- If `γ`, `c` and the initial radius are positive, the radii of a safeguarded sequence do not tend
to zero. -/
theorem radius_not_tendsto_zero {γ c : ℝ} {D : ℕ → ℝ} (hγ : 0 < γ) (hc : 0 < c) (h0 : 0 < D 0)
    (h : IsSafeguarded γ c D) : ¬ Tendsto D atTop (𝓝 0) := by
  intro hlim
  obtain ⟨hpos, hfloor⟩ := radius_lower_bound hγ hc h0 h
  exact absurd (ge_of_tendsto' hlim hfloor) (not_le_of_gt hpos)

/-- When the initial radius is positive and each update keeps at least a fixed positive fraction of
the radius, the radii have a positive floor exactly when there is a positive threshold below which
they are never reduced. -/
theorem positive_floor_iff {γ : ℝ} {D : ℕ → ℝ} (hγ : 0 < γ) (h0 : 0 < D 0)
    (hs : ∀ k, γ * D k ≤ D (k + 1)) :
    (∃ m : ℝ, 0 < m ∧ ∀ k, m ≤ D k) ↔
      ∃ c : ℝ, 0 < c ∧ ∀ k, D k ≤ c → D k ≤ D (k + 1) := by
  constructor
  · rintro ⟨m, hm, hD⟩
    -- no radius ever reaches half of the floor
    refine ⟨m / 2, by linarith, fun k hk => ?_⟩
    have := hD k
    linarith
  · rintro ⟨c, hc, hh⟩
    exact ⟨_, radius_lower_bound hγ hc h0 ⟨hs, hh⟩⟩

/-- The radii of an optimisation that starts at radius `d`, cuts it once by the factor `γ`, and
keeps it from then on. -/
def singleCut (γ d : ℝ) : ℕ → ℝ
  | 0 => d
  | _ + 1 => γ * d

/-- For `0 < γ < 1` and `c > 0`, the floor `γ * c` cannot be raised: for every `b` above it, a
single cut from a suitable radius `d` above `c` is a safeguarded sequence whose next radius is below
`b`. -/
theorem lower_bound_sharp {γ c b : ℝ} (hγ : 0 < γ) (hγ1 : γ < 1) (hc : 0 < c)
    (hb : γ * c < b) :
    ∃ d : ℝ, c < d ∧ IsSafeguarded γ c (singleCut γ d) ∧ singleCut γ d 1 < b := by
  have hcb : c < b / γ := by
    rw [lt_div_iff₀ hγ]
    linarith [mul_comm c γ]
  obtain ⟨d, hcd, hdb⟩ := exists_between hcb
  have hd : 0 < γ * d := mul_pos hγ (hc.trans hcd)
  refine ⟨d, hcd, ⟨fun k => ?_, fun k hk => ?_⟩, ?_⟩
  · cases k with
    | zero => exact le_refl (γ * d)
    | succ k =>
      change γ * (γ * d) ≤ γ * d
      nlinarith
  · cases k with
    | zero => exact absurd hk (not_le_of_gt hcd)
    | succ k => exact le_refl (γ * d)
  · change γ * d < b
    rw [lt_div_iff₀ hγ] at hdb
    linarith [mul_comm d γ]

/-- The standard update of the radius `D` from the actual-to-predicted ratio `ρ` and the step
length `s`: quarter it if `ρ < 1/4`, double it up to the cap `Dmax` if `ρ > 3/4` and the step
reached the boundary, and keep it otherwise. -/
def updateRadius (Dmax ρ s D : ℝ) : ℝ :=
  if ρ < 1 / 4 then D / 4 else if 3 / 4 < ρ ∧ s = D then min (2 * D) Dmax else D

/-- The radii `D` are generated by the standard update from the ratios `ρ` and step lengths `s`,
starting from a positive radius not above the cap. -/
structure IsRun (Dmax : ℝ) (ρ s D : ℕ → ℝ) : Prop where
  init_pos : 0 < D 0
  init_le : D 0 ≤ Dmax
  step : ∀ k, D (k + 1) = updateRadius Dmax (ρ k) (s k) (D k)

/-- Every radius generated by the standard update is positive and does not exceed the cap. -/
theorem run_bounds {Dmax : ℝ} {ρ s D : ℕ → ℝ} (h : IsRun Dmax ρ s D) (k : ℕ) :
    0 < D k ∧ D k ≤ Dmax := by
  induction k with
  | zero => exact ⟨h.init_pos, h.init_le⟩
  | succ k ih =>
    obtain ⟨hp, hl⟩ := ih
    rw [h.step k]
    unfold updateRadius
    split_ifs
    · constructor <;> linarith
    · exact ⟨lt_min (by linarith) (by linarith), min_le_right _ _⟩
    · exact ⟨hp, hl⟩

/-- If the ratio is at least `1/4` whenever the radius is at most `c`, the standard update
produces a safeguarded sequence with fraction `1/4` and threshold `c`. -/
theorem run_safeguarded {Dmax c : ℝ} {ρ s D : ℕ → ℝ} (h : IsRun Dmax ρ s D)
    (hρ : ∀ k, D k ≤ c → 1 / 4 ≤ ρ k) : IsSafeguarded (1 / 4) c D := by
  -- a ratio of at least 1/4 never reduces the radius
  have key : ∀ k, 1 / 4 ≤ ρ k → D k ≤ D (k + 1) := by
    intro k hk
    obtain ⟨hp, hl⟩ := run_bounds h k
    rw [h.step k]
    unfold updateRadius
    rw [if_neg (not_lt_of_ge hk)]
    split_ifs
    · exact le_min (by linarith) hl
    · exact le_rfl
  refine ⟨fun k => ?_, fun k hk => key k (hρ k hk)⟩
  rcases lt_or_ge (ρ k) (1 / 4) with hk | hk
  · rw [h.step k]
    unfold updateRadius
    rw [if_pos hk]
    linarith
  · have := key k hk
    have := (run_bounds h k).1
    linarith

/-- If the ratio is at least `1/4` whenever the radius is at most `c > 0`, the standard update keeps
every radius at or above the positive floor `min (D 0) (c / 4)`. -/
theorem run_lower_bound {Dmax c : ℝ} {ρ s D : ℕ → ℝ} (hc : 0 < c) (h : IsRun Dmax ρ s D)
    (hρ : ∀ k, D k ≤ c → 1 / 4 ≤ ρ k) :
    0 < min (D 0) (c / 4) ∧ ∀ k, min (D 0) (c / 4) ≤ D k := by
  have hb := radius_lower_bound (by norm_num) hc h.init_pos (run_safeguarded h hρ)
  have e : (1 / 4 : ℝ) * c = c / 4 := by ring
  rwa [e] at hb

/-- If the ratio is at least `1/4` whenever the radius is at most `c > 0`, then under the standard
update every iteration either is, or is followed by, one whose ratio is at least `1/4`. -/
theorem run_good_steps_recur {Dmax c : ℝ} {ρ s D : ℕ → ℝ} (hc : 0 < c) (h : IsRun Dmax ρ s D)
    (hρ : ∀ k, D k ≤ c → 1 / 4 ≤ ρ k) (k : ℕ) : ∃ j, k ≤ j ∧ 1 / 4 ≤ ρ j := by
  by_contra hcon
  have hbad : ∀ j, k ≤ j → ρ j < 1 / 4 := fun j hj =>
    lt_of_not_ge fun hge => hcon ⟨j, hj, hge⟩
  -- poor ratios for ever would quarter the radius at every iteration
  have hgeo : ∀ n : ℕ, D (k + n) = (1 / 4 : ℝ) ^ n * D k := by
    intro n
    induction n with
    | zero => simp
    | succ n ih =>
      have e : D (k + (n + 1)) = D (k + n) / 4 := by
        rw [← add_assoc, h.step (k + n)]
        unfold updateRadius
        rw [if_pos (hbad (k + n) (Nat.le_add_right k n))]
      rw [e, ih, pow_succ]
      ring
  have hp := (run_bounds h k).1
  obtain ⟨n, hn⟩ := exists_pow_lt_of_lt_one (div_pos hc hp) (by norm_num : (1 / 4 : ℝ) < 1)
  rw [lt_div_iff₀ hp, ← hgeo n] at hn
  -- the radius is now below the threshold, where the ratio is good
  exact absurd (hρ (k + n) hn.le) (not_le_of_gt (hbad (k + n) (Nat.le_add_right k n)))

end

end TrustRadiusUpdate
```

```lean
#print axioms TrustRadiusUpdate.positive_floor_iff
#print axioms TrustRadiusUpdate.lower_bound_sharp
#print axioms TrustRadiusUpdate.run_lower_bound
#print axioms TrustRadiusUpdate.run_good_steps_recur
```

```
'TrustRadiusUpdate.positive_floor_iff' depends on axioms: [propext, Classical.choice, Quot.sound]
'TrustRadiusUpdate.lower_bound_sharp' depends on axioms: [propext, Classical.choice, Quot.sound]
'TrustRadiusUpdate.run_lower_bound' depends on axioms: [propext, Classical.choice, Quot.sound]
'TrustRadiusUpdate.run_good_steps_recur' depends on axioms: [propext, Classical.choice, Quot.sound]
```

## How the Lean statements describe an optimiser

The radii are a sequence `D : ℕ → ℝ`, indexed by update. A rejected step that changes the radius therefore counts as an update too. The structure `IsSafeguarded γ c D` contains the two conditions: `shrink` limits a single cut, and `hold` protects radii up to and including `c`. `radius_lower_bound` states that the floor is positive and that it bounds every radius.

`updateRadius` is the quarter-or-double rule, and `IsRun` says that the radii come from it, starting from a positive radius not above the cap. The ratios `ρ` and step lengths `s` are arbitrary real sequences. There is no energy surface, Hessian or step solver behind them, so the floor holds for any method that feeds ratios into this rule, provided that they are at least 1/4 whenever the radius is at most c. The boundary test is the exact equality `s = D`, where a floating-point code would use a tolerance. The floor is insensitive to this choice, since neither doubling up to the cap nor keeping the radius reduces it.

## How the proofs follow the derivation

`radius_lower_bound` is the induction above: `rcases le_or_gt (D k) c` separates the two cases, and the `calc` block is the chain through γc. `radius_not_tendsto_zero` passes the floor to the limit, which would have to be at least a positive number. `positive_floor_iff` uses half the floor as the threshold in one direction and the main bound in the other.

For `lower_bound_sharp`, `exists_between` supplies the starting radius d between c and b/γ. The sequence `singleCut` is then checked separately at its first update and at the later ones.

In `run_bounds`, `split_ifs` goes through the three branches of the update. In `run_safeguarded` it separates the two branches with ratio at least 1/4, and the quartering branch is treated on its own. The bound D_k ≤ Dmax matters here: it ensures that applying the cap never reduces the radius. `run_lower_bound` combines these results with the main bound at γ = 1/4. `run_good_steps_recur` proves the geometric decay by induction and takes from `exists_pow_lt_of_lt_one` a power small enough to bring the radius below c.

## A floor for the radius, conditional on good ratios at short steps

The theorems guarantee a floor for exact real-number sequences that satisfy the stated conditions. The condition that ratios are at least 1/4 at small radii is assumed, not derived from properties of the energy. For a minimisation on a smooth surface, with the exact gradient and a bounded Hessian in the model, and with steps that achieve a fair share of the decrease the model allows, it is plausible while the forces stay appreciable, because the predicted change then dominates the model error at short range. Near a stationary point the predicted change itself becomes small, and a single c for the whole run is a stronger demand.

Nor does the floor imply convergence to a minimum or a saddle point. It excludes one way of stalling, and recurring good ratios say nothing by themselves about the size of the forces. Saddle searches that also cut the radius when the ratio is far above 1 use a different rule from `updateRadius`. The general bound still applies to them if their radii satisfy the two conditions in `IsSafeguarded`.
